# About a generic centre, a Cartesian shell of degree $L$ re-expands into $\binom{L+5}{5}$ terms, counted function by function

**Q:** I budget semilocal core-potential integrals by the number of basis functions. Going from Cartesian degree 2 to degree 4 takes a shell from 6 functions to 15, so I allow a factor of 2.5. What goes wrong?

**A:** You miss the work hidden inside each function. A semilocal potential projects onto angular momenta about the core, but the Gaussian sits on another atom. One way to evaluate the integral is to rewrite the function's polynomial prefactor about the core, which splits it into many monomials. For your two shells the number of terms goes from 21 to 126, a factor of 6.

**Q:** Which functions do you count?

**A:** Those with prefactor $x^a y^b z^c$ and $a+b+c=L$, where $a,b,c$ are natural numbers. $L$ is the Cartesian degree and need not be the angular momentum of every combination in the shell: for $L=2$ the shell contains $x^2+y^2+z^2$, which is an s function. In Lean the triple is `p`, with $a$, $b$, $c$ written `p.1`, `p.2.1`, `p.2.2`.

```lean
import Mathlib

open Finset Filter Topology

namespace CartesianShellReexpansion

/-- The Cartesian shell of degree `L`: all exponent triples `(a, b, c)` with `a + b + c = L`. -/
def shell (L : ℕ) : Finset (ℕ × ℕ × ℕ) :=
  (range (L + 1) ×ˢ range (L + 1) ×ˢ range (L + 1)).filter
    (fun p => p.1 + p.2.1 + p.2.2 = L)
```

**Q:** And a term?

**A:** Let $d=(d_1,d_2,d_3)$ be the core position minus the function's centre, and let $x,y,z$ now be measured from the core. The prefactor becomes

$$(x+d_1)^a(y+d_2)^b(z+d_3)^c=\sum_{i\le a}\sum_{j\le b}\sum_{k\le c}\binom ai\binom bj\binom ck\,d_1^{a-i}d_2^{b-j}d_3^{c-k}\,x^iy^jz^k .$$

Each triple $(i,j,k)$ labels one term, so the function has $(a+1)(b+1)(c+1)$ of them. The set of labels is `terms p`, and the number in front of the monomial is `coeff d p t`, with `t` standing for $(i,j,k)$.

```lean
/-- The exponent triples `(i, j, k)` with `i ≤ a`, `j ≤ b`, `k ≤ c`, which label the terms
in the re-expansion of `x^a y^b z^c` about another centre. -/
def terms (p : ℕ × ℕ × ℕ) : Finset (ℕ × ℕ × ℕ) :=
  range (p.1 + 1) ×ˢ range (p.2.1 + 1) ×ˢ range (p.2.2 + 1)

/-- The coefficient of the term `t` when the function with exponents `p` is re-expanded about
a centre displaced by `d`; it is meant for `t` in `terms p`. -/
def coeff (d : ℝ × ℝ × ℝ) (p t : ℕ × ℕ × ℕ) : ℝ :=
  (p.1.choose t.1 * d.1 ^ (p.1 - t.1)) *
    ((p.2.1.choose t.2.1 * d.2.1 ^ (p.2.1 - t.2.1)) *
      (p.2.2.choose t.2.2 * d.2.2 ^ (p.2.2 - t.2.2)))
```

The total over the shell, which I call $N(L)$, is `termCount L`. A monomial that arises from two different functions is counted twice, because each function has its own coefficient for it.

```lean
/-- The total number of re-expansion terms of all functions in the shell of degree `L`. -/
def termCount (L : ℕ) : ℕ := ∑ p ∈ shell L, (terms p).card
```

**Q:** `termCount` never mentions $d$ or a polynomial. Why should I believe that it counts anything physical?

**A:** Two theorems tie it to the re-expansion. The first is the identity above, for every real displacement and every point. Its proof applies the binomial theorem (`add_pow`) once per direction, multiplies out the three sums and matches them term by term.

```lean
/-- A Cartesian function with shifted origin is the sum of its re-expansion terms, each a
coefficient times a monomial about the new centre. -/
theorem shifted_eq_sum_terms (d : ℝ × ℝ × ℝ) (p : ℕ × ℕ × ℕ) (x y z : ℝ) :
    (x + d.1) ^ p.1 * (y + d.2.1) ^ p.2.1 * (z + d.2.2) ^ p.2.2 =
      ∑ t ∈ terms p, coeff d p t * (x ^ t.1 * y ^ t.2.1 * z ^ t.2.2) := by
  -- one binomial expansion for each Cartesian direction
  rw [mul_assoc, add_pow x, add_pow y, add_pow z, terms, Finset.sum_product,
    Finset.sum_mul_sum, Finset.sum_mul_sum]
  refine Finset.sum_congr rfl fun i _ => ?_
  rw [Finset.sum_product]
  refine Finset.sum_congr rfl fun j _ => ?_
  rw [Finset.mul_sum]
  refine Finset.sum_congr rfl fun k _ => ?_
  simp only [coeff]
  ring
```

**Q:** Some of those coefficients could be zero.

**A:** They can be: if $d_1=0$ and $a\ge1$, all terms with $i<a$ vanish. The second theorem assumes that all three components of $d$ are nonzero, which means that the core lies in none of the three coordinate planes through the function's centre. Then every coefficient is a product of nonzero binomials and nonzero powers. For special positions $N(L)$ is still an upper bound on the number of nonzero terms.

```lean
/-- If all three components of the displacement are nonzero, every re-expansion term has a
nonzero coefficient. -/
theorem coeff_ne_zero (d : ℝ × ℝ × ℝ) (h₁ : d.1 ≠ 0) (h₂ : d.2.1 ≠ 0) (h₃ : d.2.2 ≠ 0)
    (p t : ℕ × ℕ × ℕ) (ht : t ∈ terms p) : coeff d p t ≠ 0 := by
  simp only [terms, Finset.mem_product, Finset.mem_range] at ht
  have binom : ∀ n m : ℕ, m < n + 1 → (n.choose m : ℝ) ≠ 0 := fun n m h =>
    Nat.cast_ne_zero.mpr (Nat.choose_pos (Nat.lt_succ_iff.mp h)).ne'
  exact mul_ne_zero (mul_ne_zero (binom _ _ ht.1) (pow_ne_zero _ h₁))
    (mul_ne_zero (mul_ne_zero (binom _ _ ht.2.1) (pow_ne_zero _ h₂))
      (mul_ne_zero (binom _ _ ht.2.2) (pow_ne_zero _ h₃)))
```

**Q:** What about normalisation and the Gaussian exponential?

**A:** The functions here are unnormalised. A normalisation constant multiplies all coefficients of one function by the same nonzero number, so the count stays the same. The exponential is a common factor of all terms and is left out.

**Q:** Now do the sum.

**A:** Fix $a$ first, and then split the remainder $m=L-a$ into $b$ and $c$:

$$N(L)=\sum_{a+m=L}(a+1)\sum_{b+c=m}(b+1)(c+1).$$

In Lean, `antidiagonal n` is the set of pairs of natural numbers with sum $n$. `mem_shell` confirms that the shell is exactly the set of triples with sum $L$, so the bounded ranges in its definition lose nothing. `sum_shell` proves the two-stage split by giving the map $(a,b,c)\mapsto((a,b+c),(b,c))$ and its inverse.

```lean
/-- A triple of exponents belongs to the shell of degree `L` exactly when its sum is `L`. -/
theorem mem_shell (L : ℕ) (p : ℕ × ℕ × ℕ) :
    p ∈ shell L ↔ p.1 + p.2.1 + p.2.2 = L := by
  simp only [shell, Finset.mem_filter, Finset.mem_product, Finset.mem_range]
  omega

/-- A sum over the shell can be done in two stages: first split `L` into `a` and a remainder,
then split the remainder into `b` and `c`. -/
theorem sum_shell (L : ℕ) (f : ℕ × ℕ × ℕ → ℕ) :
    ∑ p ∈ shell L, f p =
      ∑ q ∈ antidiagonal L, ∑ r ∈ antidiagonal q.2, f (q.1, r.1, r.2) := by
  rw [Finset.sum_sigma']
  refine Finset.sum_nbij' (fun p => ⟨(p.1, p.2.1 + p.2.2), p.2⟩)
    (fun s => (s.1.1, s.2.1, s.2.2)) ?_ ?_ ?_ ?_ ?_
  · intro p hp
    rw [mem_shell] at hp
    refine Finset.mem_sigma.mpr
      ⟨HasAntidiagonal.mem_antidiagonal.mpr ?_, HasAntidiagonal.mem_antidiagonal.mpr ?_⟩
    · change p.1 + (p.2.1 + p.2.2) = L
      omega
    · rfl
  · rintro ⟨⟨a, m⟩, ⟨b, c⟩⟩ h
    have h₁ := HasAntidiagonal.mem_antidiagonal.mp (Finset.mem_sigma.mp h).1
    have h₂ := HasAntidiagonal.mem_antidiagonal.mp (Finset.mem_sigma.mp h).2
    change a + m = L at h₁
    change b + c = m at h₂
    rw [mem_shell]
    change a + b + c = L
    omega
  · intro p _
    rfl
  · rintro ⟨⟨a, m⟩, ⟨b, c⟩⟩ h
    have h₂ := HasAntidiagonal.mem_antidiagonal.mp (Finset.mem_sigma.mp h).2
    change b + c = m at h₂
    subst h₂
    rfl
  · intro p _
    rfl
```

**Q:** The inner sum is a convolution. How do you evaluate it?

**A:** With two identities. From here on $i$ and $j$ are summation indices and $k$ is a fixed natural number. The first identity is the hockey-stick sum

$$\sum_{j=0}^{n}\binom{j+k}{k}=\binom{n+k+1}{k+1}.$$

At $n=0$ both sides are 1. Going from $n$ to $n+1$ adds $\binom{n+k+1}{k}$, and Pascal's rule gives $\binom{n+k+1}{k}+\binom{n+k+1}{k+1}=\binom{n+k+2}{k+1}$. The Lean induction does the same: `sum_antidiagonal_succ` splits off the new term, and `ih` supplies the old sum.

```lean
/-- Hockey-stick identity: the binomials `C(j + k, k)` summed over `j = 0, ..., n` give
`C(n + k + 1, k + 1)`. -/
theorem sum_choose (k n : ℕ) :
    ∑ q ∈ antidiagonal n, (q.2 + k).choose k = (n + k + 1).choose (k + 1) := by
  induction n with
  | zero => simp
  | succ n ih =>
    rw [Finset.Nat.sum_antidiagonal_succ]
    dsimp only
    rw [ih, show n + 1 + k = n + k + 1 by omega, Nat.choose_succ_succ' (n + k + 1) k]
```

The second identity carries the weight $i+1$:

$$S_k(n)=\sum_{i+j=n}(i+1)\binom{j+k}{k}=\binom{n+k+2}{k+2}.$$

Again $S_k(0)=1$. In $S_k(n+1)$, separate the term with $i=0$, which is $\binom{n+k+1}{k}$. In the others replace $i$ by $i+1$, so that the weight becomes $i+2=(i+1)+1$ and the sum runs over $i+j=n$. This leaves $S_k(n)$ plus a hockey-stick sum:

$$S_k(n+1)=\binom{n+k+1}{k}+\binom{n+k+1}{k+1}+\binom{n+k+2}{k+2}.$$

Pascal's rule turns the first two into $\binom{n+k+2}{k+1}$, and a second use gives $\binom{n+k+3}{k+2}$. In the code, `split` is the separation of the weight, and `h₁` and `h₂` are the two uses of Pascal's rule.

```lean
/-- Summing `(i + 1) C(j + k, k)` over `i + j = n` raises the binomial by two orders, to
`C(n + k + 2, k + 2)`. -/
theorem sum_succ_mul_choose (k n : ℕ) :
    ∑ q ∈ antidiagonal n, (q.1 + 1) * (q.2 + k).choose k = (n + k + 2).choose (k + 2) := by
  induction n with
  | zero => simp
  | succ n ih =>
    have split : ∑ q ∈ antidiagonal n, (q.1 + 1 + 1) * (q.2 + k).choose k =
        ∑ q ∈ antidiagonal n, (q.1 + 1) * (q.2 + k).choose k +
          ∑ q ∈ antidiagonal n, (q.2 + k).choose k := by
      rw [← Finset.sum_add_distrib]
      exact Finset.sum_congr rfl fun q _ => by ring
    rw [Finset.Nat.sum_antidiagonal_succ]
    dsimp only
    rw [split, ih, sum_choose, show n + 1 + k = n + k + 1 by omega]
    -- two applications of Pascal's rule
    have h₁ : (n + k + 1 + 2).choose (k + 2) =
        (n + k + 2).choose (k + 1) + (n + k + 2).choose (k + 2) :=
      Nat.choose_succ_succ' (n + k + 2) (k + 1)
    have h₂ : (n + k + 2).choose (k + 1) =
        (n + k + 1).choose k + (n + k + 1).choose (k + 1) :=
      Nat.choose_succ_succ' (n + k + 1) k
    omega
```

**Q:** So you apply it twice?

**A:** Yes. Since $c+1=\binom{c+1}{1}$, the case $k=1$ gives

$$\sum_{b+c=m}(b+1)(c+1)=\binom{m+3}{3}.$$

The case $k=3$ then gives

$$N(L)=\sum_{a+m=L}(a+1)\binom{m+3}{3}=\binom{L+5}{5}.$$

The theorem has two parts, for every natural $L$: the sum of $(a+1)(b+1)(c+1)$ over the shell is $\binom{L+5}{5}$, and so is `termCount L`. Its proof calls the first application `inner` and the finished sum `total`. The second part follows because `terms p` is a product of three ranges, whose sizes multiply.

```lean
/-- The sum of `(a + 1)(b + 1)(c + 1)` over the shell of degree `L` is `C(L + 5, 5)`, and this
is the total number of re-expansion terms of the shell. -/
theorem termCount_eq_choose (L : ℕ) :
    ∑ p ∈ shell L, (p.1 + 1) * (p.2.1 + 1) * (p.2.2 + 1) = (L + 5).choose 5 ∧
      termCount L = (L + 5).choose 5 := by
  have inner : ∀ m : ℕ,
      ∑ r ∈ antidiagonal m, (r.1 + 1) * (r.2 + 1) = (m + 3).choose 3 := by
    intro m
    have h := sum_succ_mul_choose 1 m
    simp only [Nat.choose_one_right] at h
    exact h
  have total : ∑ p ∈ shell L, (p.1 + 1) * (p.2.1 + 1) * (p.2.2 + 1) =
      (L + 5).choose 5 := by
    rw [sum_shell]
    calc ∑ q ∈ antidiagonal L, ∑ r ∈ antidiagonal q.2, (q.1 + 1) * (r.1 + 1) * (r.2 + 1)
        = ∑ q ∈ antidiagonal L, (q.1 + 1) * (q.2 + 3).choose 3 :=
          Finset.sum_congr rfl fun q _ => by
            rw [← inner, Finset.mul_sum]
            exact Finset.sum_congr rfl fun r _ => by ring
      _ = (L + 5).choose 5 := sum_succ_mul_choose 3 L
  refine ⟨total, ?_⟩
  rw [← total, termCount]
  exact Finset.sum_congr rfl fun p _ => by
    simp only [terms, Finset.card_product, Finset.card_range, mul_assoc]
```

**Q:** I would rather see a polynomial.

**A:** Use $n\binom{n-1}{r-1}=r\binom nr$ for $(n,r)=(L+5,5)$, $(L+4,4)$, $(L+3,3)$ and $(L+2,2)$. The factors $5\cdot4\cdot3\cdot2=120$ collect on one side, and the last binomial is $\binom{L+1}{1}=L+1$:

$$120\,N(L)=(L+1)(L+2)(L+3)(L+4)(L+5).$$

The steps `h₅` to `h₂` are these four relations, and the `calc` block chains them.

```lean
/-- The number of re-expansion terms as a polynomial of fifth degree in `L`. -/
theorem termCount_closed (L : ℕ) :
    120 * termCount L = (L + 1) * (L + 2) * (L + 3) * (L + 4) * (L + 5) := by
  rw [(termCount_eq_choose L).2]
  have h₅ : (L + 5) * (L + 4).choose 4 = (L + 5).choose 5 * 5 :=
    Nat.add_one_mul_choose_eq (L + 4) 4
  have h₄ : (L + 4) * (L + 3).choose 3 = (L + 4).choose 4 * 4 :=
    Nat.add_one_mul_choose_eq (L + 3) 3
  have h₃ : (L + 3) * (L + 2).choose 2 = (L + 3).choose 3 * 3 :=
    Nat.add_one_mul_choose_eq (L + 2) 2
  have h₂ : (L + 2) * (L + 1).choose 1 = (L + 2).choose 2 * 2 :=
    Nat.add_one_mul_choose_eq (L + 1) 1
  rw [Nat.choose_one_right] at h₂
  calc 120 * (L + 5).choose 5 = 24 * ((L + 5).choose 5 * 5) := by ring
    _ = 6 * (L + 5) * ((L + 4).choose 4 * 4) := by rw [← h₅]; ring
    _ = 2 * (L + 5) * (L + 4) * ((L + 3).choose 3 * 3) := by rw [← h₄]; ring
    _ = (L + 5) * (L + 4) * (L + 3) * ((L + 2).choose 2 * 2) := by rw [← h₃]; ring
    _ = (L + 1) * (L + 2) * (L + 3) * (L + 4) * (L + 5) := by rw [← h₂]; ring
```

**Q:** And for large $L$?

**A:** For $L>0$, divide by $120\,L^5$:

$$\frac{N(L)}{L^5}=\frac1{120}\Bigl(1+\frac1L\Bigr)\Bigl(1+\frac2L\Bigr)\Bigl(1+\frac3L\Bigr)\Bigl(1+\frac4L\Bigr)\Bigl(1+\frac5L\Bigr)\longrightarrow\frac1{120}.$$

Lean takes the limit of the product in `key`, and then shows that it equals the ratio for all $L>0$, which is enough for a limit at infinity.

```lean
/-- The number of re-expansion terms divided by `L^5` tends to `1/120` as `L` grows. -/
theorem termCount_div_pow_tendsto :
    Tendsto (fun L : ℕ => (termCount L : ℝ) / (L : ℝ) ^ 5) atTop (𝓝 (1 / 120)) := by
  have h : ∀ c : ℝ, Tendsto (fun L : ℕ => 1 + c / (L : ℝ)) atTop (𝓝 1) := fun c => by
    simpa using (tendsto_const_div_atTop_nhds_zero_nat c).const_add 1
  have key := (((((h 1).mul (h 2)).mul (h 3)).mul (h 4)).mul (h 5)).const_mul (1 / 120 : ℝ)
  rw [show (1 / 120 : ℝ) * (1 * 1 * 1 * 1 * 1) = 1 / 120 by norm_num] at key
  refine key.congr' ?_
  filter_upwards [eventually_gt_atTop 0] with L hL
  have hL' : (L : ℝ) ≠ 0 := Nat.cast_ne_zero.mpr hL.ne'
  have e : ∀ c : ℝ, 1 + c / (L : ℝ) = (L + c) / L := fun c => by
    rw [add_div, div_self hL']
  have closed : (120 : ℝ) * termCount L =
      (L + 1) * (L + 2) * (L + 3) * (L + 4) * (L + 5) := by
    exact_mod_cast termCount_closed L
  have count : (termCount L : ℝ) =
      (L + 1) * (L + 2) * (L + 3) * (L + 4) * (L + 5) / 120 := by linarith
  rw [count]
  simp only [e]
  ring
```

**Q:** At the $L$ I use, the limit is a poor guide. At $L=4$ the ratio is $126/1024$, far above $1/120$.

**A:** Then use the exact formula. The limit only fixes the leading growth.

**Q:** How much of that growth is just the shell getting bigger?

**A:** Two of the five powers. The number of functions is

$$\sum_{a+m=L}(m+1)=\binom{L+2}{2}=\frac{(L+1)(L+2)}2,$$

by the hockey-stick sum with $k=1$. Dividing $N(L)$ by it gives an average of $(L+3)(L+4)(L+5)/60$ terms per function: 1 for $L=0$, 2 for $L=1$, and cubic growth later. Lean states this without division. It proves the size of the shell in `size`, doubles both sides so that the product form applies, and cancels the 2.

```lean
/-- The number of re-expansion terms is the number of functions in the shell times
`(L + 3)(L + 4)(L + 5) / 60`, written here without division. -/
theorem termCount_per_function (L : ℕ) :
    60 * termCount L = (L + 3) * (L + 4) * (L + 5) * (shell L).card := by
  -- the shell holds `C(L + 2, 2)` functions
  have size : (shell L).card = (L + 2).choose 2 := by
    rw [Finset.card_eq_sum_ones, sum_shell]
    simp only [Finset.sum_const, Finset.Nat.card_antidiagonal, smul_eq_mul, mul_one]
    have h := sum_choose 1 L
    simp only [Nat.choose_one_right] at h
    exact h
  have h₂ : (L + 2) * (L + 1).choose 1 = (L + 2).choose 2 * 2 :=
    Nat.add_one_mul_choose_eq (L + 1) 1
  rw [Nat.choose_one_right, ← size] at h₂
  have double : 2 * (60 * termCount L) =
      2 * ((L + 3) * (L + 4) * (L + 5) * (shell L).card) := by
    calc 2 * (60 * termCount L) = 120 * termCount L := by ring
      _ = (L + 1) * (L + 2) * (L + 3) * (L + 4) * (L + 5) := termCount_closed L
      _ = (L + 3) * (L + 4) * (L + 5) * ((L + 2) * (L + 1)) := by ring
      _ = 2 * ((L + 3) * (L + 4) * (L + 5) * (shell L).card) := by rw [h₂]; ring
  exact Nat.eq_of_mul_eq_mul_left (by norm_num) double

end CartesianShellReexpansion
```

```lean
#print axioms CartesianShellReexpansion.shifted_eq_sum_terms
#print axioms CartesianShellReexpansion.coeff_ne_zero
#print axioms CartesianShellReexpansion.termCount_div_pow_tendsto
#print axioms CartesianShellReexpansion.termCount_per_function
```

```
'CartesianShellReexpansion.shifted_eq_sum_terms' depends on axioms: [propext, Classical.choice, Quot.sound]
'CartesianShellReexpansion.coeff_ne_zero' depends on axioms: [propext, Classical.choice, Quot.sound]
'CartesianShellReexpansion.termCount_div_pow_tendsto' depends on axioms: [propext, Classical.choice, Quot.sound]
'CartesianShellReexpansion.termCount_per_function' depends on axioms: [propext, Classical.choice, Quot.sound]
```

**Q:** May I now multiply my run time by $N(L)$?

**A:** That is the step the theorems leave to you. They count terms, whereas run time also depends on the radial and angular integrals behind each term and on how many intermediates a program shares between them. For electronic-structure calculations with semilocal potentials, the result gives the size of the polynomial re-expansion of one shell about one core. A matrix element has a function on each side, and if both are off the core, each brings its own expansion.
